# Determinantal correlations of finitely many commuting observables are equivalent to the counting formula \(\omega(\prod_i(1+z_i n_i))=\det(1+\mathrm{diag}(z)K)\) for all \(z\)

**Q:** Take two modes with commuting occupations \(n_0,n_1\), an expectation functional \(\omega\), and a \(2\times2\) matrix \(K\). Suppose \(\omega(1)=1\), \(\omega(n_i)=K_{ii}\) and \(\omega(n_0n_1)=\det K\). Where does the counting determinant come from?

**A:** Expand both sides in the counting variables \(z_0,z_1\). By linearity,

\[
\omega\big((1+z_0n_0)(1+z_1n_1)\big)=1+z_0K_{00}+z_1K_{11}+z_0z_1\det K .
\]

The determinant gives

\[
\det(1+\mathrm{diag}(z)K)=(1+z_0K_{00})(1+z_1K_{11})-z_0z_1K_{01}K_{10},
\]

which is the same polynomial. Each subset of modes contributes one correlator on the left and one principal minor on the right.

**Q:** What does the general statement assume about the physics?

**A:** There is a finite set `ι` of modes, and the observables `n i` commute pairwise inside an algebra `A` that may itself be noncommutative, such as a full operator algebra. The scalars `R` form a commutative ring; for physics, read \(\mathbb C\). The functional `ω` is only linear. Positivity of `ω`, Hermiticity of `K` and \(n_i^2=n_i\) are not required.

Write \(n_S=\prod_{i\in S}n_i\), and \(K_S\) for the submatrix of \(K\) with rows and columns in \(S\). These appear as `modeProd` and, after taking the determinant, `principalMinor`. The predicate `IsDeterminantal` says \(\omega(n_S)=\det K_S\) for every \(S\). The empty set is included, so normalisation \(\omega(1)=1\) is part of the hypothesis.

```lean
import Mathlib

open Matrix

namespace DeterminantalCounting

noncomputable section

variable {ι R A : Type*} [Fintype ι] [DecidableEq ι] [CommRing R] [Ring A] [Algebra R A]

/-- The product of pairwise commuting observables `f i` over the modes in `S`. -/
def modeProd (f : ι → A) (hf : ∀ i j, Commute (f i) (f j)) (S : Finset ι) : A :=
  S.noncommProd f (fun i _ j _ _ => hf i j)

/-- The determinant of the principal submatrix of `K` on the modes in `S`. -/
def principalMinor (K : Matrix ι ι R) (S : Finset ι) : R :=
  (K.submatrix (fun i : {i // i ∈ S} => (i : ι)) (fun i : {i // i ∈ S} => (i : ι))).det

/-- The functional `ω` has determinantal correlations with kernel `K`: the correlator of the
`n i` over any set of modes is the corresponding principal minor of `K`. -/
def IsDeterminantal (ω : A →ₗ[R] R) (n : ι → A) (h : ∀ i j, Commute (n i) (n j))
    (K : Matrix ι ι R) : Prop :=
  ∀ S : Finset ι, ω (modeProd n h S) = principalMinor K S
```

**Q:** So Wick's theorem is put in by hand?

**A:** Yes. For free fermions in a number-conserving Gaussian state, Wick's theorem supplies this property with \(K_{ij}=\langle c_i^\dagger c_j\rangle\), where \(c_i\) annihilates a fermion in mode \(i\). Here the property is assumed, and no fermion operators appear.

The generating operator is `countingProd`, the product of the factors \(1+z_in_i\). `modeProd` asks for a proof that its factors commute pairwise, which makes the product independent of their order. This is checked first, also for the factors \(1-n_i\).

```lean
omit [Fintype ι] [DecidableEq ι] in
/-- The counting factors `1 + z i • n i` of commuting observables commute. -/
theorem commute_counting {n : ι → A} (h : ∀ i j, Commute (n i) (n j)) (z : ι → R) (i j : ι) :
    Commute (1 + z i • n i) (1 + z j • n j) :=
  (Commute.one_left _).add_left
    ((Commute.one_right _).add_right (((h i j).smul_left _).smul_right _))

omit [Fintype ι] [DecidableEq ι] in
/-- The factors `1 - n i` of commuting observables commute. -/
theorem commute_hole {n : ι → A} (h : ∀ i j, Commute (n i) (n j)) (i j : ι) :
    Commute (1 - n i) (1 - n j) :=
  (Commute.one_left _).sub_left ((Commute.one_right _).sub_right (h i j))

/-- The generating operator: the product of `1 + z i • n i` over the modes in `S`. -/
def countingProd (n : ι → A) (h : ∀ i j, Commute (n i) (n j)) (z : ι → R) (S : Finset ι) : A :=
  modeProd (fun i => 1 + z i • n i) (commute_counting h z) S
```

**Q:** How does the operator side expand for many modes?

**A:** By induction on the set of modes. If \(a\notin S\), then

\[
(1+z_an_a)\sum_{T\subseteq S}\Big(\prod_{i\in T}z_i\Big)n_T
=\sum_{T\subseteq S\cup\{a\}}\Big(\prod_{i\in T}z_i\Big)n_T ,
\]

because the 1 yields the subsets without \(a\), and \(z_an_a\) yields those with it. In `countingProd_expand`, `Finset.sum_powerset_insert` makes this split.

```lean
omit [Fintype ι] [DecidableEq ι] in
/-- The product of observables over no modes is the identity. -/
theorem modeProd_empty (f : ι → A) (hf : ∀ i j, Commute (f i) (f j)) :
    modeProd f hf ∅ = 1 :=
  Finset.noncommProd_empty _ _

omit [Fintype ι] in
/-- Adding a new mode to a product of commuting observables multiplies it by one factor. -/
theorem modeProd_insert (f : ι → A) (hf : ∀ i j, Commute (f i) (f j)) {a : ι} {S : Finset ι}
    (ha : a ∉ S) : modeProd f hf (insert a S) = f a * modeProd f hf S :=
  Finset.noncommProd_insert_of_notMem _ _ _ _ ha

omit [Fintype ι] in
/-- The generating operator on `S` is the sum, over all subsets of `S`, of the products of the `n i`
weighted by the products of the counting variables. -/
theorem countingProd_expand (n : ι → A) (h : ∀ i j, Commute (n i) (n j)) (z : ι → R)
    (S : Finset ι) :
    countingProd n h z S = ∑ T ∈ S.powerset, (∏ i ∈ T, z i) • modeProd n h T := by
  unfold countingProd
  induction S using Finset.induction_on with
  | empty => simp [modeProd_empty]
  | insert a S ha ih =>
    rw [modeProd_insert _ _ ha, ih, Finset.sum_powerset_insert ha, add_mul, one_mul,
      Finset.mul_sum]
    congr 1
    refine Finset.sum_congr rfl fun T hT => ?_
    -- the new mode is absent from every old subset
    have haT : a ∉ T := fun hm => ha (Finset.mem_powerset.mp hT hm)
    rw [modeProd_insert _ _ haT, Finset.prod_insert haT, smul_mul_smul_comm]
```

**Q:** And the determinant side?

**A:** Row \(i\) of \(1+\mathrm{diag}(z)K\) is \(e_i+z_iK_i\), with \(e_i\) the identity row and \(K_i\) the row of \(K\). The determinant is linear in each row, so it is a sum over the sets \(S\) of rows where \(z_iK_i\) is chosen. Pull out \(\prod_{i\in S}z_i\). With the modes of \(S\) listed first, what remains is

\[
\det\begin{pmatrix}K_S & *\\ 0&1\end{pmatrix}=\det K_S .
\]

The block step is `det_rows_outside_one`, which uses Mathlib's determinant of a two-block triangular matrix and identifies the two diagonal blocks.

```lean
/-- Replacing the rows of `K` outside `S` by rows of the identity leaves the principal minor
on `S` as determinant. -/
theorem det_rows_outside_one (K : Matrix ι ι R) (S : Finset ι) :
    (Matrix.of fun i j => if i ∈ S then K i j else (1 : Matrix ι ι R) i j).det
      = principalMinor K S := by
  rw [Matrix.twoBlockTriangular_det _ (fun i => i ∈ S) (by
    intro i hi j hj
    have hij : i ≠ j := by
      rintro rfl
      exact hi hj
    have hi' : i ∉ S := hi
    simp [hi', Matrix.one_apply_ne hij])]
  have h2 : Matrix.toSquareBlockProp
      (Matrix.of fun i j => if i ∈ S then K i j else (1 : Matrix ι ι R) i j)
      (fun i => ¬ i ∈ S) = 1 := by
    ext i j
    have hi : (i : ι) ∉ S := i.2
    simp [Matrix.toSquareBlockProp, hi, Matrix.one_apply, Subtype.ext_iff]
  have h1 : Matrix.toSquareBlockProp
      (Matrix.of fun i j => if i ∈ S then K i j else (1 : Matrix ι ι R) i j)
      (fun i => i ∈ S) = K.submatrix (fun i : {i // i ∈ S} => (i : ι))
        (fun i : {i // i ∈ S} => (i : ι)) := by
    ext i j
    have hi : (i : ι) ∈ S := i.2
    simp [Matrix.toSquareBlockProp, hi]
  rw [h2, Matrix.det_one, mul_one, h1]
  unfold principalMinor
  congr!
```

**Q:** Which device performs the expansion over rows?

**A:** `map_add_univ`, a lemma about any multilinear map \(f\):

\[
f(m+m')=\sum_S f(m\text{ on }S,\ m'\text{ off }S).
\]

Mathlib's `detRowAlternating` is the determinant regarded as an alternating map of the rows. Forgetting the alternation leaves a multilinear map, and the lemma delivers all \(2^{|\iota|}\) terms at once, with no induction on matrix size. The function `S.piecewise` records the choice of rows. The proof first swaps the summands with `add_comm`, so that \(S\) labels the rows taken from \(\mathrm{diag}(z)K\). Then `Matrix.det_mul_column` extracts the row factors.

```lean
/-- The determinant `det (1 + diag(z) K)` is the sum of all principal minors of `K`, weighted by
the products of the counting variables. -/
theorem det_one_add_diagonal_mul (K : Matrix ι ι R) (z : ι → R) :
    (1 + diagonal z * K).det = ∑ S : Finset ι, (∏ i ∈ S, z i) * principalMinor K S := by
  -- multilinearity in the rows
  have h : (diagonal z * K + 1).det = ∑ S : Finset ι, Matrix.det (Matrix.of
      (S.piecewise (fun i => (diagonal z * K) i) (fun i => (1 : Matrix ι ι R) i))) :=
    (Matrix.detRowAlternating (R := R) (n := ι)).toMultilinearMap.map_add_univ
      (fun i => (diagonal z * K) i) (fun i => (1 : Matrix ι ι R) i)
  rw [add_comm, h]
  refine Finset.sum_congr rfl fun S _ => ?_
  -- pull the counting variables out of the rows in `S`
  have hS : Matrix.of
      (S.piecewise (fun i => (diagonal z * K) i) (fun i => (1 : Matrix ι ι R) i))
      = Matrix.of fun i j => (if i ∈ S then z i else 1) *
        (Matrix.of fun i j => if i ∈ S then K i j else (1 : Matrix ι ι R) i j) i j := by
    ext i j
    by_cases hi : i ∈ S <;> simp [Finset.piecewise, hi, Matrix.diagonal_mul]
  rw [hS, Matrix.det_mul_column, det_rows_outside_one, Finset.prod_ite_mem, Finset.univ_inter]
```

**Q:** Then the formula is a comparison of two sums?

**A:** Yes:

\[
\omega\Big(\prod_i(1+z_in_i)\Big)=\sum_S\Big(\prod_{i\in S}z_i\Big)\omega(n_S)
=\sum_S\Big(\prod_{i\in S}z_i\Big)\det K_S=\det(1+\mathrm{diag}(z)K).
\]

```lean
/-- For determinantal correlations with kernel `K`, the expectation of the product of all `1 + z i •
n i` is `det (1 + diag(z) K)`. -/
theorem levitov_formula {ω : A →ₗ[R] R} {n : ι → A} {h : ∀ i j, Commute (n i) (n j)}
    {K : Matrix ι ι R} (hK : IsDeterminantal ω n h K) (z : ι → R) :
    ω (countingProd n h z Finset.univ) = (1 + diagonal z * K).det := by
  rw [countingProd_expand, map_sum, det_one_add_diagonal_mul, Finset.powerset_univ]
  refine Finset.sum_congr rfl fun S _ => ?_
  rw [map_smul, hK S, smul_eq_mul]
```

**Q:** The Lean name `levitov_formula` suggests charge transfer through a conductor.

**A:** Levitov's formula in transport theory is about that; the theorem here is only a static determinant identity of similar form. It contains no scattering matrix, time evolution or long-time limit. For projections \(n_j\) and real \(\lambda\), setting every \(z_j=e^{\mathrm{i}\lambda}-1\), with \(\mathrm{i}\) the imaginary unit, turns each factor into \(e^{\mathrm{i}\lambda n_j}\). When \(\omega\) is a state, the formula then gives the generating function of the total particle number \(\sum_j n_j\). For fermions on finitely many modes in a number-conserving Gaussian state, one determinant thus replaces a sum over exponentially many correlators.

Under the same determinantal hypothesis, setting every \(z_i=-1\) gives \(\omega(\prod_i(1-n_i))=\det(1-K)\). When the \(n_i\) are projections and \(\omega\) is a state, this is the probability that all modes are empty.

```lean
/-- The expectation of the product of all `1 - n i` is `det (1 - K)`. -/
theorem emptiness_formula {ω : A →ₗ[R] R} {n : ι → A} {h : ∀ i j, Commute (n i) (n j)}
    {K : Matrix ι ι R} (hK : IsDeterminantal ω n h K) :
    ω (modeProd (fun i => 1 - n i) (commute_hole h) Finset.univ) = (1 - K).det := by
  have key := levitov_formula hK (fun _ => (-1 : R))
  have hd : 1 + diagonal (fun _ : ι => (-1 : R)) * K = 1 - K := by
    ext i j
    simp [Matrix.diagonal_mul, sub_eq_add_neg]
  rw [hd] at key
  simp only [countingProd, neg_smul, one_smul, ← sub_eq_add_neg] at key
  exact key
```

**Q:** Does the determinantal hypothesis matter for every subset, or would the densities do?

**A:** The densities are not enough. Let two sites be occupied independently, each with probability \(1/2\), and let all entries of \(K\) be \(1/2\). The empty set and both single sites satisfy the hypothesis, but \(\omega(n_0n_1)=1/4\) while \(\det K=0\). At \(z_0=z_1=-1\) the left side is \(1/4\) and the determinant is \(0\).

In fact the formula for all \(z\) forces the whole hypothesis. Choose \(z_i=1\) on \(S\) and \(0\) elsewhere. Subtracting the two expansions leaves

\[
\sum_{T\subseteq S}\big(\omega(n_T)-\det K_T\big)=0 .
\]

By strong induction the proper subsets contribute nothing, so the term \(T=S\) vanishes too. In the proof, `Finset.sum_eq_single` isolates that term.

```lean
/-- Correlations are determinantal with kernel `K` exactly when the counting formula with `K`
holds for all values of the counting variables. -/
theorem isDeterminantal_iff (ω : A →ₗ[R] R) (n : ι → A) (h : ∀ i j, Commute (n i) (n j))
    (K : Matrix ι ι R) : IsDeterminantal ω n h K ↔
      ∀ z : ι → R, ω (countingProd n h z Finset.univ) = (1 + diagonal z * K).det := by
  refine ⟨fun hK z => levitov_formula hK z, fun H S => ?_⟩
  induction S using Finset.strongInduction with
  | _ S ih =>
    -- switch on the counting variables in `S` only
    have key := sub_eq_zero.mpr (H (fun i => if i ∈ S then 1 else 0))
    rw [countingProd_expand, map_sum, det_one_add_diagonal_mul, Finset.powerset_univ,
      ← Finset.sum_sub_distrib] at key
    simp only [map_smul, smul_eq_mul, ← mul_sub] at key
    rw [Finset.sum_eq_single S] at key
    · have c : ∏ i ∈ S, (if i ∈ S then (1 : R) else 0) = 1 :=
        Finset.prod_eq_one fun i hi => if_pos hi
      rw [c, one_mul] at key
      exact sub_eq_zero.mp key
    · intro T _ hT
      by_cases hs : T ⊆ S
      · rw [ih T (Finset.ssubset_iff_subset_ne.mpr ⟨hs, hT⟩), sub_self, mul_zero]
      · obtain ⟨i, hiT, hiS⟩ := Finset.not_subset.mp hs
        rw [Finset.prod_eq_zero hiT (if_neg hiS), zero_mul]
    · exact fun hh => absurd (Finset.mem_univ S) hh
```

**Q:** Is there a concrete quantum state that satisfies all this?

**A:** One particle on two sites, in the normalised state \((|0\rangle+|1\rangle)/\sqrt2\). The occupations are the projections \(|i\rangle\langle i|\), and `symmetricState` is the expectation value: the sum of the four matrix entries, divided by 2. Every entry of \(K\) is \(1/2\).

Since \(n_0n_1=0\), the left side is \(1+(z_0+z_1)/2\). The right side is

\[
(1+z_0/2)(1+z_1/2)-z_0z_1/4=1+(z_0+z_1)/2 .
\]

The equivalence turns this single identity in \(z\) into all four correlator conditions, which is how `isDeterminantal_witness` proceeds.

```lean
/-- The occupation of site `i` for one particle on two sites, as a projection matrix. -/
def siteNumber (i : Fin 2) : Matrix (Fin 2) (Fin 2) ℂ :=
  diagonal fun j => if j = i then 1 else 0

/-- The two site occupations commute. -/
theorem siteNumber_commute (i j : Fin 2) : Commute (siteNumber i) (siteNumber j) := by
  change siteNumber i * siteNumber j = siteNumber j * siteNumber i
  unfold siteNumber
  rw [Matrix.diagonal_mul_diagonal, Matrix.diagonal_mul_diagonal]
  congr 1
  funext k
  exact mul_comm _ _

/-- The expectation value in the equal-weight symmetric superposition of the two sites. -/
def symmetricState : Matrix (Fin 2) (Fin 2) ℂ →ₗ[ℂ] ℂ where
  toFun X := (X 0 0 + X 0 1 + X 1 0 + X 1 1) / 2
  map_add' X Y := by
    simp only [Matrix.add_apply]
    ring
  map_smul' c X := by
    simp only [Matrix.smul_apply, smul_eq_mul, RingHom.id_apply]
    ring

/-- One particle in the symmetric superposition of two sites has determinantal correlations,
with all entries of the kernel equal to `1/2`. -/
theorem isDeterminantal_witness :
    IsDeterminantal symmetricState siteNumber siteNumber_commute !![1/2, 1/2; 1/2, 1/2] := by
  rw [isDeterminantal_iff]
  intro z
  have hu : (Finset.univ : Finset (Fin 2)) = insert 0 (insert 1 ∅) := by decide
  have hp : countingProd siteNumber siteNumber_commute z Finset.univ
      = (1 + z 0 • siteNumber 0) * (1 + z 1 • siteNumber 1) := by
    unfold countingProd
    rw [hu, modeProd_insert _ _ (by decide), modeProd_insert _ _ (by decide)]
    simp [modeProd_empty]
  rw [hp]
  simp [symmetricState, siteNumber, Matrix.mul_apply, Matrix.det_fin_two, Fin.sum_univ_two,
    Matrix.diagonal_apply, Matrix.one_apply]
  ring

end

end DeterminantalCounting
```

```lean
#print axioms DeterminantalCounting.emptiness_formula
#print axioms DeterminantalCounting.isDeterminantal_iff
```

```
'DeterminantalCounting.emptiness_formula' depends on axioms: [propext, Classical.choice, Quot.sound]
'DeterminantalCounting.isDeterminantal_iff' depends on axioms: [propext, Classical.choice, Quot.sound]
```
